# Retardation error of the Breit approximation for finitely many photon modes above the excitation energies

## Time orderings and matrix elements

Units are ħ = c = 1. In the Coulomb gauge, two electrons exchange one transverse photon of energy k > 0. In one time ordering the first electron emits the photon, and the energy of this electron changes by D1 in the emission. In the other ordering the second electron emits, with energy change D2. All these quantities are real numbers, and D1 and D2 may have either sign.

```lean
import Mathlib

open Finset

namespace BreitRetardation

noncomputable section
```

The intermediate states lie above the initial state by k + D1 and k + D2. Apart from the common minus sign of second-order perturbation theory, the two orderings contribute

S(k, D1, D2) = 1/(k + D1) + 1/(k + D2).

```lean
/-- Sum of the inverse energy denominators of the two time orderings in the exchange of a
photon of energy `k`, with electronic excitation energies `D1` and `D2`. -/
def orderingSum (k D1 D2 : ℝ) : ℝ := 1 / (k + D1) + 1 / (k + D2)
```

For photon modes i with energies kᵢ, let gᵢ be the complex product of the emission and absorption amplitudes, taken to be the same in both orderings. The exchange matrix element is

M = −Σᵢ gᵢ S(kᵢ, D1, D2).

The index type `ι` is finite, so this is a discretised photon field. Polarisations and current matrix elements are contained in gᵢ.

```lean
/-- One-photon exchange matrix element: a sum over photon modes `i` of energy `k i`, with
products of emission and absorption amplitudes `g i`. -/
def exchangeElement {ι : Type*} [Fintype ι] (g : ι → ℂ) (k : ι → ℝ) (D1 D2 : ℝ) : ℂ :=
  -∑ i, g i * ((orderingSum (k i) D1 D2 : ℝ) : ℂ)
```

The Breit approximation neglects D1 and D2 in the denominators, which makes the exchange instantaneous:

M_B = −Σᵢ gᵢ · 2/kᵢ.

This definition captures the neglect of retardation. The Breit operator itself, with its Dirac matrices and its dependence on the electron separation, is not derived from it here.

```lean
/-- The Breit approximation to the exchange matrix element: the electronic excitation
energies are neglected in every denominator. -/
def breitElement {ι : Type*} [Fintype ι] (g : ι → ℂ) (k : ι → ℝ) : ℂ :=
  -∑ i, g i * ((2 / k i : ℝ) : ℂ)
```

## One ordering at a time

Suppose that |D| ≤ hk with h < 1. Physically, the photon energy exceeds the electronic excitation energy by at least a factor 1/h when h > 0. Then

k + D ≥ k − |D| ≥ (1 − h)k > 0,

so no denominator vanishes. Since 0 ≤ |D| ≤ hk and k > 0, h cannot be negative, and 0 ≤ h need not be assumed separately. The Lean proof obtains this by contradiction and the lower bound from −|D| ≤ D.

```lean
/-- If the magnitude of the excitation energy is at most the fraction `h < 1` of the photon energy,
the energy denominator is at least `(1 - h) k`, which is positive, and `h` is nonnegative. -/
theorem denominator_lower_bound {k h D : ℝ} (hk : 0 < k) (h1 : h < 1) (hD : |D| ≤ h * k) :
    0 ≤ h ∧ 0 < (1 - h) * k ∧ (1 - h) * k ≤ k + D := by
  refine ⟨?_, mul_pos (by linarith) hk, ?_⟩
  · exact not_lt.mp fun hn => by
      linarith [mul_neg_of_neg_of_pos hn hk, abs_nonneg D]
  · linarith [neg_abs_le D]
```

The error in one ordering is

1/(k + D) − 1/k = −D/(k(k + D)).

The numerator is at most hk in magnitude and the denominator is at least k · (1 − h)k, so the error is at most h/((1 − h)k). Replacing k + D by k in the last denominator would give the smaller bound h/k, which is false for D = −hk with h > 0: a negative excitation energy makes the denominator smaller. In Lean, `e` is the identity above, and the inequality is then cross-multiplied and proved by multiplying the two estimates.

```lean
/-- Neglecting the excitation energy in a single time ordering costs at most
`h / ((1 - h) k)`. -/
theorem single_ordering_bound {k h D : ℝ} (hk : 0 < k) (h1 : h < 1) (hD : |D| ≤ h * k) :
    |1 / (k + D) - 1 / k| ≤ h / ((1 - h) * k) := by
  obtain ⟨h0, hp, hle⟩ := denominator_lower_bound hk h1 hD
  have hkD : 0 < k + D := lt_of_lt_of_le hp hle
  have e : 1 / (k + D) - 1 / k = -D / (k * (k + D)) := by
    rw [div_sub_div _ _ hkD.ne' hk.ne', mul_comm (k + D) k]
    congr 1
    ring
  rw [e, abs_div, abs_neg, abs_of_pos (mul_pos hk hkD), div_le_div_iff₀ (mul_pos hk hkD) hp]
  calc |D| * ((1 - h) * k) ≤ (h * k) * (k + D) :=
        mul_le_mul hD hle hp.le (mul_nonneg h0 hk.le)
    _ = h * (k * (k + D)) := by ring
```

## The two orderings together

The deviation from 2/k is the sum of two such errors, and the triangle inequality gives

|S − 2/k| ≤ 2h/((1 − h)k).

The `calc` block follows these steps, using `single_ordering_bound` once for each ordering.

```lean
/-- The two time orderings together differ from the instantaneous value `2 / k` by at most
`2 h / ((1 - h) k)`. -/
theorem two_ordering_bound {k h D1 D2 : ℝ} (hk : 0 < k) (h1 : h < 1)
    (hD1 : |D1| ≤ h * k) (hD2 : |D2| ≤ h * k) :
    |orderingSum k D1 D2 - 2 / k| ≤ 2 * h / ((1 - h) * k) := by
  have e : orderingSum k D1 D2 - 2 / k
      = (1 / (k + D1) - 1 / k) + (1 / (k + D2) - 1 / k) := by
    unfold orderingSum
    ring
  rw [e]
  calc _ ≤ |1 / (k + D1) - 1 / k| + |1 / (k + D2) - 1 / k| := abs_add_le _ _
    _ ≤ h / ((1 - h) * k) + h / ((1 - h) * k) :=
        add_le_add (single_ordering_bound hk h1 hD1) (single_ordering_bound hk h1 hD2)
    _ = 2 * h / ((1 - h) * k) := by ring
```

If the electronic energy is the same before and after the exchange, D1 + D2 = 0. Writing D1 = D and D2 = −D, and adding the fractions,

S = 1/(k + D) + 1/(k − D) = 2k/(k² − D²).

The lemma needs only that both denominators are nonzero.

```lean
/-- For opposite excitation energies the two time orderings add up to the
propagator form `2 k / (k² - D²)`. -/
theorem orderingSum_opposite {k D : ℝ} (hp : k + D ≠ 0) (hm : k - D ≠ 0) :
    orderingSum k D (-D) = 2 * k / (k ^ 2 - D ^ 2) := by
  have e : k ^ 2 - D ^ 2 = (k + D) * (k - D) := by ring
  unfold orderingSum
  rw [e, ← sub_eq_add_neg, div_add_div _ _ hp hm]
  congr 1
  ring
```

Subtracting the instantaneous value leaves no term linear in D:

S − 2/k = 2D²/(k(k² − D²)).

With D² ≤ h²k², and hence k² − D² ≥ (1 − h²)k², this gives

|S − 2/k| ≤ 2h²/((1 − h²)k).

Lean substitutes D2 = −D1, so a bound on |D1| alone suffices. It squares that bound in `hsq`, and the closing `nlinarith` settles the cross-multiplied inequality.

```lean
/-- When the excitation energies cancel, the deviation from the instantaneous value is of
second order: at most `2 h² / ((1 - h²) k)`. -/
theorem two_ordering_bound_on_shell {k h D1 D2 : ℝ} (hk : 0 < k) (h1 : h < 1)
    (hD1 : |D1| ≤ h * k) (hsum : D1 + D2 = 0) :
    |orderingSum k D1 D2 - 2 / k| ≤ 2 * h ^ 2 / ((1 - h ^ 2) * k) := by
  obtain rfl : D2 = -D1 := by linarith
  obtain ⟨h0, hp, hle⟩ := denominator_lower_bound hk h1 hD1
  have hplus : 0 < k + D1 := lt_of_lt_of_le hp hle
  have hminus : 0 < k - D1 := by linarith [le_abs_self D1]
  have hq : 0 < k ^ 2 - D1 ^ 2 := by nlinarith [mul_pos hplus hminus]
  have hh : 0 < 1 - h ^ 2 := by nlinarith
  have hsq : D1 ^ 2 ≤ h ^ 2 * k ^ 2 := by
    have := pow_le_pow_left₀ (abs_nonneg D1) hD1 2
    rwa [sq_abs, mul_pow] at this
  -- the terms linear in the excitation energy have cancelled
  have e : orderingSum k D1 (-D1) - 2 / k = 2 * D1 ^ 2 / (k * (k ^ 2 - D1 ^ 2)) := by
    rw [orderingSum_opposite hplus.ne' hminus.ne', div_sub_div _ _ hq.ne' hk.ne',
      mul_comm (k ^ 2 - D1 ^ 2) k]
    congr 1
    ring
  rw [e, abs_of_nonneg (div_nonneg (by positivity) (mul_pos hk hq).le),
    div_le_div_iff₀ (mul_pos hk hq) (mul_pos hh hk)]
  nlinarith [mul_le_mul_of_nonneg_left hsq hk.le]
```

Without the condition D1 + D2 = 0, second-order accuracy requires keeping the linear retardation term. For one ordering,

1/(k + D) − 1/k + D/k² = D²/(k²(k + D)) ≤ h²/((1 − h)k),

and adding the two orderings gives

|S − (2/k − (D1 + D2)/k²)| ≤ 2h²/((1 − h)k).

The local statement `key` is the estimate for one ordering.

```lean
/-- Keeping the retardation term linear in the excitation energies leaves an error of at most
`2 h² / ((1 - h) k)`, whether or not the excitation energies cancel. -/
theorem linear_retardation_bound {k h D1 D2 : ℝ} (hk : 0 < k) (h1 : h < 1)
    (hD1 : |D1| ≤ h * k) (hD2 : |D2| ≤ h * k) :
    |orderingSum k D1 D2 - (2 / k - (D1 + D2) / k ^ 2)| ≤ 2 * h ^ 2 / ((1 - h) * k) := by
  -- the remainder of one ordering is D² / (k² (k + D))
  have key : ∀ D : ℝ, |D| ≤ h * k →
      |1 / (k + D) - 1 / k + D / k ^ 2| ≤ h ^ 2 / ((1 - h) * k) := by
    intro D hD
    obtain ⟨_, hp, hle⟩ := denominator_lower_bound hk h1 hD
    have hkD : 0 < k + D := lt_of_lt_of_le hp hle
    have hpos : 0 < k ^ 2 * (k + D) := by positivity
    have hne : k + D ≠ 0 := hkD.ne'
    have e : 1 / (k + D) - 1 / k + D / k ^ 2 = D ^ 2 / (k ^ 2 * (k + D)) := by
      field_simp
      ring
    have hsq : D ^ 2 ≤ h ^ 2 * k ^ 2 := by
      have := pow_le_pow_left₀ (abs_nonneg D) hD 2
      rwa [sq_abs, mul_pow] at this
    rw [e, abs_of_nonneg (div_nonneg (sq_nonneg D) hpos.le), div_le_div_iff₀ hpos hp]
    calc D ^ 2 * ((1 - h) * k) ≤ (h ^ 2 * k ^ 2) * (k + D) :=
          mul_le_mul hsq hle hp.le (by positivity)
      _ = h ^ 2 * (k ^ 2 * (k + D)) := by ring
  have e : orderingSum k D1 D2 - (2 / k - (D1 + D2) / k ^ 2)
      = (1 / (k + D1) - 1 / k + D1 / k ^ 2) + (1 / (k + D2) - 1 / k + D2 / k ^ 2) := by
    unfold orderingSum
    ring
  rw [e]
  calc _ ≤ |1 / (k + D1) - 1 / k + D1 / k ^ 2| + |1 / (k + D2) - 1 / k + D2 / k ^ 2| :=
        abs_add_le _ _
    _ ≤ h ^ 2 / ((1 - h) * k) + h ^ 2 / ((1 - h) * k) := add_le_add (key D1 hD1) (key D2 hD2)
    _ = 2 * h ^ 2 / ((1 - h) * k) := by ring
```

## Excitation energies that attain the bounds

At D1 = D2 = −hk both denominators take their smallest value, and

S − 2/k = 2/((1 − h)k) − 2/k = 2h/((1 − h)k).

At D1 = hk, D2 = −hk,

S − 2/k = 2/((1 − h²)k) − 2/k = 2h²/((1 − h²)k).

Neither bound on |S − 2/k| can therefore be lowered for any given h and k in the allowed range. Here 0 ≤ h is an explicit hypothesis, because no bound on an excitation energy is present to supply it. In the limiting case h = 0 both excitation energies vanish and the instantaneous value is exact.

```lean
/-- Both bounds on the two time orderings are attained: the general one at
`D1 = D2 = -h k`, the one for cancelling excitation energies at `D1 = -D2 = h k`. -/
theorem bounds_attained {k h : ℝ} (hk : 0 < k) (h0 : 0 ≤ h) (h1 : h < 1) :
    |orderingSum k (-(h * k)) (-(h * k)) - 2 / k| = 2 * h / ((1 - h) * k) ∧
    |orderingSum k (h * k) (-(h * k)) - 2 / k| = 2 * h ^ 2 / ((1 - h ^ 2) * k) := by
  have hm : 0 < 1 - h := by linarith
  have hp : 0 < 1 + h := by linarith
  have hm' : 1 - h ≠ 0 := hm.ne'
  have hp' : 1 + h ≠ 0 := hp.ne'
  have em : k + -(h * k) = (1 - h) * k := by ring
  have ep : k + h * k = (1 + h) * k := by ring
  have eq2 : 1 - h ^ 2 = (1 - h) * (1 + h) := by ring
  constructor
  · have e : orderingSum k (-(h * k)) (-(h * k)) - 2 / k = 2 * h / ((1 - h) * k) := by
      unfold orderingSum
      rw [em]
      field_simp
      ring
    rw [e, abs_of_nonneg (div_nonneg (by linarith) (mul_pos hm hk).le)]
  · have e : orderingSum k (h * k) (-(h * k)) - 2 / k
        = 2 * h ^ 2 / ((1 - h) * (1 + h) * k) := by
      unfold orderingSum
      rw [em, ep]
      field_simp
      ring
    rw [eq2, e, abs_of_nonneg (div_nonneg (by positivity) (mul_pos (mul_pos hm hp) hk).le)]
```

## Error of the whole matrix element

Now let |D1| ≤ hkᵢ and |D2| ≤ hkᵢ for every mode, with the same h < 1. The difference of the matrix elements is

M − M_B = −Σᵢ gᵢ (S(kᵢ, D1, D2) − 2/kᵢ).

If each bracket is at most c/kᵢ in magnitude, the triangle inequality gives |M − M_B| ≤ c Σᵢ |gᵢ|/kᵢ. Inserting the two bounds on S yields

|M − M_B| ≤ (2h/(1 − h)) Σᵢ |gᵢ|/kᵢ,

and, if D1 + D2 = 0,

|M − M_B| ≤ (2h²/(1 − h²)) Σᵢ |gᵢ|/kᵢ.

The theorem states the two as a conjunction, the second being an implication from D1 + D2 = 0; `‖ ‖` is the complex modulus. Its internal `key` is the step from a bound per mode to a bound on the sum, used once with each value of c.

These are absolute errors. The phases of the gᵢ can make M_B small while Σᵢ |gᵢ|/kᵢ stays large, so a small h does not by itself ensure a small relative error.

The hypothesis on every mode also excludes soft photons: when D1 or D2 is nonzero, all kᵢ must lie above the larger of |D1| and |D2|. For a finite set of modes meeting this condition, the theorem bounds the error that the neglect of retardation makes in a single one-photon exchange matrix element. It does not bound the error of an energy computed from such elements, and it does not cover the photon field of free space, which has infinitely many modes with energies extending down to zero.

```lean
/-- Error of the Breit approximation for the whole exchange matrix element: at most
`2 h / (1 - h)` times `∑ ‖g i‖ / k i`, and at most `2 h² / (1 - h²)` times the same sum when
the excitation energies cancel. -/
theorem breit_approximation_error {ι : Type*} [Fintype ι] (g : ι → ℂ) (k : ι → ℝ)
    {h D1 D2 : ℝ} (hk : ∀ i, 0 < k i) (h1 : h < 1)
    (hD1 : ∀ i, |D1| ≤ h * k i) (hD2 : ∀ i, |D2| ≤ h * k i) :
    ‖exchangeElement g k D1 D2 - breitElement g k‖ ≤ 2 * h / (1 - h) * ∑ i, ‖g i‖ / k i ∧
    (D1 + D2 = 0 → ‖exchangeElement g k D1 D2 - breitElement g k‖
      ≤ 2 * h ^ 2 / (1 - h ^ 2) * ∑ i, ‖g i‖ / k i) := by
  -- a bound for every mode gives a bound for the matrix element
  have key : ∀ c : ℝ, (∀ i, |orderingSum (k i) D1 D2 - 2 / k i| ≤ c / k i) →
      ‖exchangeElement g k D1 D2 - breitElement g k‖ ≤ c * ∑ i, ‖g i‖ / k i := by
    intro c hc
    have e : exchangeElement g k D1 D2 - breitElement g k
        = -∑ i, g i * ((orderingSum (k i) D1 D2 - 2 / k i : ℝ) : ℂ) := by
      simp only [exchangeElement, breitElement, Complex.ofReal_sub, mul_sub,
        Finset.sum_sub_distrib]
      ring
    rw [e, norm_neg, Finset.mul_sum]
    refine (norm_sum_le _ _).trans (Finset.sum_le_sum fun i _ => ?_)
    rw [norm_mul, Complex.norm_real, Real.norm_eq_abs]
    calc _ ≤ ‖g i‖ * (c / k i) := mul_le_mul_of_nonneg_left (hc i) (norm_nonneg _)
      _ = c * (‖g i‖ / k i) := by ring
  refine ⟨key _ fun i => ?_, fun hsum => key _ fun i => ?_⟩
  · rw [div_div]
    exact two_ordering_bound (hk i) h1 (hD1 i) (hD2 i)
  · rw [div_div]
    exact two_ordering_bound_on_shell (hk i) h1 (hD1 i) hsum

end

end BreitRetardation
```

```lean
#print axioms BreitRetardation.linear_retardation_bound
#print axioms BreitRetardation.bounds_attained
#print axioms BreitRetardation.breit_approximation_error
```

```
'BreitRetardation.linear_retardation_bound' depends on axioms: [propext, Classical.choice, Quot.sound]
'BreitRetardation.bounds_attained' depends on axioms: [propext, Classical.choice, Quot.sound]
'BreitRetardation.breit_approximation_error' depends on axioms: [propext, Classical.choice, Quot.sound]
```
